# At fixed nonzero coupling, cos(2ηX) stays bounded as the photon cutoff grows and 1 − 2η²X² does not

A two-level molecule in a cavity can be described in the Coulomb gauge by a Hamiltonian in which half the molecular transition energy multiplies σz cos(2ηX) + σy sin(2ηX). Here η is the dimensionless light-matter coupling, X = a + a† is the field quadrature, and σz and σy are Pauli matrices acting on the molecule. Expanding to second order in η turns the cosine into 1 − 2η²X² and the sine into 2ηX. At fixed nonzero η, the norm of the matrix 1 − 2η²X² grows without limit as photon states are added, so enlarging the basis makes the norm of the expanded molecular term arbitrarily large. The unexpanded term, with cos(2ηX) and sin(2ηX), stays bounded at every cutoff.

A large norm alone does not make the low-lying energies wrong, since the norm of the photon energy also grows with the cutoff. But a simulation that keeps the cosine and sine can truncate the photon space with a bound on the molecular term that does not depend on the cutoff. One way is to compute the cosine and sine as matrix functions of the truncated X, which also keeps the sum of their squares equal to one.

## Bounds from the spectrum and from one diagonal element

Keep the photon numbers i = 0, ..., N−1. The nonzero elements of X are

X_{i,i+1} = X_{i+1,i} = √(i+1), for i = 0, ..., N−2.

There is no factor 1/√2, unlike in some textbook quadratures. Diagonalise X = U diag(λ_i) U* with U unitary, and define f(X) = U diag(f(λ_i)) U*. Since U*U = 1,

f(X) g(X) = U diag(f(λ_i) g(λ_i)) U*.

With C = cos(2ηX) and S = sin(2ηX), this gives

C² + S² = U diag(cos²(2ηλ_i) + sin²(2ηλ_i)) U* = UU* = 1.

A unitary change of basis preserves the operator norm, so ‖C‖ = max |cos(2ηλ_i)| ≤ 1, and likewise ‖S‖ ≤ 1.

For the expansion, take a level below the top one. Only its neighbours contribute to

(X²)_{ii} = Σ_j X_{ij} X_{ji} = (i+1) + i = 2i + 1.

At i = 0 the missing lower neighbour would have contributed zero. For N ≥ 2 the choice i = N−2 gives 2N−3. A diagonal element never exceeds the operator norm in modulus, hence

‖1 − 2η²X²‖ ≥ |1 − 2η²(2N−3)| ≥ 2η²(2N−3) − 1.

For η ≠ 0 the right side tends to infinity with N.

The molecular operator is Q = σz⊗C + σy⊗S. Because σz and σy anticommute and each squares to one,

Q² = 1⊗(C² + S²) + σzσy⊗(CS − SC).

C and S commute, so Q² = 1. The expanded matrices 1 − 2η²X² and 2ηX also commute, but their squares add up to

(1 − 4η²X² + 4η⁴X⁴) + 4η²X² = 1 + 4η⁴X⁴.

## Matrices for the field and the molecule

The norm opened here is the operator norm on Euclidean space. In the code `n` is a finite index type, not a photon number.

In Lean 4 with Mathlib:

```lean
import Mathlib

open Matrix Filter
open scoped Matrix.Norms.L2Operator

namespace TruncatedGauge

noncomputable section

variable {n : Type*} [Fintype n] [DecidableEq n]
```

`rotated U d` is U diag(d) U*, with real `d`.

```lean
/-- The matrix with real eigenvalues `d` in the orthonormal basis given by the columns of `U`. -/
def rotated (U : unitaryGroup n ℂ) (d : n → ℝ) : Matrix n n ℂ :=
  (U : Matrix n n ℂ) * diagonal (fun i => (d i : ℂ)) * star (U : Matrix n n ℂ)
```

`spectralFun` applies a real function to the eigenvalues in the diagonalization that Mathlib supplies.

```lean
/-- The function `f` of a Hermitian matrix, defined by unitary diagonalization. -/
def spectralFun (f : ℝ → ℝ) {A : Matrix n n ℂ} (hA : A.IsHermitian) : Matrix n n ℂ :=
  rotated hA.eigenvectorUnitary (fun i => f (hA.eigenvalues i))
```

The type `Fin N` numbers the photon states from 0 to N−1, as above.

```lean
/-- The field quadrature `a + a†` restricted to the lowest `N` photon number states. -/
def quadrature (N : ℕ) : Matrix (Fin N) (Fin N) ℂ :=
  of fun i j => if i.val + 1 = j.val then ((√(j.val : ℝ) : ℝ) : ℂ)
    else if j.val + 1 = i.val then ((√(i.val : ℝ) : ℝ) : ℂ) else 0
```

The matrix is real and symmetric, which the case split confirms entry by entry.

```lean
/-- The truncated quadrature is Hermitian. -/
theorem quadrature_isHermitian (N : ℕ) : (quadrature N).IsHermitian := by
  ext i j
  simp only [conjTranspose_apply, quadrature, of_apply]
  split_ifs <;> simp
  omega
```

The next two definitions are C and S. They are functions of the truncated X, not the N by N corners of the cosine and sine of the untruncated operator.

```lean
/-- The matrix `cos(2ηX)` of the truncated quadrature `X`. -/
def fieldCos (η : ℝ) (N : ℕ) : Matrix (Fin N) (Fin N) ℂ :=
  spectralFun (fun x => Real.cos (2 * η * x)) (quadrature_isHermitian N)

/-- The matrix `sin(2ηX)` of the truncated quadrature `X`. -/
def fieldSin (η : ℝ) (N : ℕ) : Matrix (Fin N) (Fin N) ℂ :=
  spectralFun (fun x => Real.sin (2 * η * x)) (quadrature_isHermitian N)
```

The expansions likewise multiply truncated matrices.

```lean
/-- The expansion `1 - 2η²X²` of `cos(2ηX)` to second order in the coupling. -/
def taylorCos (η : ℝ) (N : ℕ) : Matrix (Fin N) (Fin N) ℂ :=
  1 - ((2 * η ^ 2 : ℝ) : ℂ) • (quadrature N * quadrature N)

/-- The expansion `2ηX` of `sin(2ηX)` to second order in the coupling. -/
def taylorSin (η : ℝ) (N : ℕ) : Matrix (Fin N) (Fin N) ℂ :=
  ((2 * η : ℝ) : ℂ) • quadrature N
```

The qubit is the outer tensor factor: σz puts C and −C on the diagonal, and σy puts ∓i S off it, where i is here the imaginary unit, `Complex.I` in the code.

```lean
/-- The qubit operator `σz ⊗ C + σy ⊗ S`, written in blocks over the two qubit states. -/
def dressedQubit (C S : Matrix n n ℂ) : Matrix (n ⊕ n) (n ⊕ n) ℂ :=
  fromBlocks C (-(Complex.I • S)) (Complex.I • S) (-C)
```

## Functions of a Hermitian matrix

The product rule follows by regrouping the factors until U*U appears and can be replaced by 1.

```lean
/-- Matrices diagonal in the same orthonormal basis multiply eigenvalue by eigenvalue. -/
theorem rotated_mul (U : unitaryGroup n ℂ) (d e : n → ℝ) :
    rotated U d * rotated U e = rotated U (fun i => d i * e i) := by
  have hU : star (U : Matrix n n ℂ) * (U : Matrix n n ℂ) = 1 := mem_unitaryGroup_iff'.mp U.2
  have hD : diagonal (fun i => ((d i * e i : ℝ) : ℂ))
      = diagonal (fun i => (d i : ℂ)) * diagonal (fun i => (e i : ℂ)) := by
    rw [diagonal_mul_diagonal]
    simp only [Complex.ofReal_mul]
  unfold rotated
  rw [hD]
  calc _ = (U : Matrix n n ℂ) * diagonal (fun i => (d i : ℂ)) *
        (star (U : Matrix n n ℂ) * (U : Matrix n n ℂ)) *
        diagonal (fun i => (e i : ℂ)) * star (U : Matrix n n ℂ) := by simp only [mul_assoc]
    _ = _ := by rw [hU, mul_one]; simp only [mul_assoc]
```

The definition does not depend on the eigenbasis chosen. If V diag(d_j) V* is another diagonalization and e_i are the eigenvalues in the first, the overlap matrix W = U*V satisfies (e_i − d_j) W_{ij} = 0. Wherever W_{ij} is nonzero, f(e_i) = f(d_j). This is `h2`; multiplying by U and V* then gives the claim, also for degenerate eigenvalues.

```lean
/-- Every unitary diagonalization of a Hermitian matrix gives the same function of it. -/
theorem spectralFun_eq (f : ℝ → ℝ) {A : Matrix n n ℂ} (hA : A.IsHermitian)
    (V : unitaryGroup n ℂ) (d : n → ℝ) (h : A = rotated V d) :
    spectralFun f hA = rotated V (fun i => f (d i)) := by
  have hs : A = rotated hA.eigenvectorUnitary hA.eigenvalues := by
    have h0 := hA.spectral_theorem
    rw [Unitary.conjStarAlgAut_apply] at h0
    exact h0
  have he := hs.symm.trans h
  unfold spectralFun
  generalize hA.eigenvectorUnitary = U at he ⊢
  generalize hA.eigenvalues = e at he ⊢
  have hU := mem_unitaryGroup_iff'.mp U.2
  have hU' := mem_unitaryGroup_iff.mp U.2
  have hV := mem_unitaryGroup_iff'.mp V.2
  have hV' := mem_unitaryGroup_iff.mp V.2
  unfold rotated at he ⊢
  -- the overlap matrix of the two bases connects equal eigenvalues only
  have h1 : diagonal (fun i => (e i : ℂ)) * (star U.1 * V.1)
      = (star U.1 * V.1) * diagonal (fun i => (d i : ℂ)) := by
    calc _ = star U.1 * (U.1 * diagonal (fun i => (e i : ℂ)) * star U.1) * V.1 := by
          simp only [← mul_assoc, hU, one_mul]
      _ = star U.1 * (V.1 * diagonal (fun i => (d i : ℂ)) * star V.1) * V.1 := by rw [he]
      _ = _ := by simp only [mul_assoc, hV, mul_one]
  have h2 : ∀ W : Matrix n n ℂ,
      diagonal (fun i => (e i : ℂ)) * W = W * diagonal (fun i => (d i : ℂ)) →
      diagonal (fun i => (f (e i) : ℂ)) * W = W * diagonal (fun i => (f (d i) : ℂ)) := by
    intro W hW
    ext i j
    have hij := congrFun (congrFun hW i) j
    rw [diagonal_mul, mul_diagonal] at hij ⊢
    by_cases hw : W i j = 0
    · simp [hw]
    · have hed : e i = d j := by
        exact_mod_cast mul_right_cancel₀ hw (hij.trans (mul_comm _ _))
      rw [hed, mul_comm]
  calc _ = U.1 * (diagonal (fun i => (f (e i) : ℂ)) * (star U.1 * V.1)) * star V.1 := by
        simp only [mul_assoc, hV', mul_one]
    _ = U.1 * ((star U.1 * V.1) * diagonal (fun i => (f (d i) : ℂ))) * star V.1 := by
        rw [h2 _ h1]
    _ = _ := by simp only [← mul_assoc, hU', one_mul]
```

For the norm bound, the two unitary factors are removed and the norm of the remaining diagonal matrix is read from its entries.

```lean
/-- A function bounded by one in modulus gives a matrix of operator norm at most one. -/
theorem norm_spectralFun_le (f : ℝ → ℝ) (hf : ∀ x, |f x| ≤ 1) {A : Matrix n n ℂ}
    (hA : A.IsHermitian) : ‖spectralFun f hA‖ ≤ 1 := by
  unfold spectralFun rotated
  rw [mul_assoc, CStarRing.norm_coe_unitary_mul]
  refine (CStarRing.norm_mul_coe_unitary _ (star hA.eigenvectorUnitary)).trans_le ?_
  rw [l2_opNorm_diagonal, pi_norm_le_iff_of_nonneg zero_le_one]
  intro i
  rw [Complex.norm_real, Real.norm_eq_abs]
  exact hf _
```

## The diagonal element that grows

Let P project onto basis state i. Then PAP has the single entry A_{ii}, and ‖PAP‖ ≤ ‖A‖ because ‖P‖ ≤ 1.

```lean
/-- A diagonal matrix element is bounded by the operator norm. -/
theorem norm_diag_entry_le (A : Matrix n n ℂ) (i : n) : ‖A i i‖ ≤ ‖A‖ := by
  -- compress `A` with the projector onto the basis state `i`
  have hP : ‖(diagonal (Pi.single i (1 : ℂ)) : Matrix n n ℂ)‖ ≤ 1 := by
    rw [l2_opNorm_diagonal, pi_norm_le_iff_of_nonneg zero_le_one]
    intro j
    by_cases h : j = i <;> simp [h]
  have hPA : diagonal (Pi.single i (1 : ℂ)) * A * diagonal (Pi.single i (1 : ℂ))
      = diagonal (Pi.single i (A i i)) := by
    ext j k
    rw [mul_diagonal, diagonal_mul]
    by_cases hj : j = i
    · by_cases hk : k = i
      · simp [hj, hk]
      · simp [hj, hk, Ne.symm hk]
    · simp [hj, diagonal_apply]
  calc ‖A i i‖ = ‖(Pi.single i (A i i) : n → ℂ) i‖ := by simp
    _ ≤ ‖(Pi.single i (A i i) : n → ℂ)‖ := norm_le_pi_norm _ i
    _ = ‖diagonal (Pi.single i (1 : ℂ)) * A * diagonal (Pi.single i (1 : ℂ))‖ := by
        rw [hPA, l2_opNorm_diagonal]
    _ ≤ ‖(diagonal (Pi.single i (1 : ℂ)) : Matrix n n ℂ)‖ * ‖A‖ *
        ‖(diagonal (Pi.single i (1 : ℂ)) : Matrix n n ℂ)‖ :=
        (norm_mul_le _ _).trans (by gcongr; exact norm_mul_le _ _)
    _ ≤ 1 * ‖A‖ * 1 := by gcongr
    _ = ‖A‖ := by ring
```

In the next proof, `key` identifies the two neighbouring contributions, and `hlow` sums the lower one, treating i = 0 separately.

```lean
/-- For a photon state `i` below the highest retained one, the diagonal element of `X²` is `2i + 1`.
-/
theorem quadrature_sq_diag {N : ℕ} (i : Fin N) (h : i.val + 1 < N) :
    (quadrature N * quadrature N) i i = 2 * (i.val : ℂ) + 1 := by
  have hsq : ∀ m : ℕ, ((√(m : ℝ) : ℝ) : ℂ) * ((√(m : ℝ) : ℝ) : ℂ) = m := by
    intro m
    rw [← Complex.ofReal_mul, Real.mul_self_sqrt (Nat.cast_nonneg m), Complex.ofReal_natCast]
  -- only the two neighbouring photon states contribute
  have key : ∀ j : Fin N, quadrature N i j * quadrature N j i =
      (if j = ⟨i.val + 1, h⟩ then (i.val : ℂ) + 1 else 0) +
      (if j.val + 1 = i.val then (i.val : ℂ) else 0) := by
    intro j
    by_cases h1 : i.val + 1 = j.val
    · have h2 : ¬ j.val + 1 = i.val := by omega
      have h3 : j = ⟨i.val + 1, h⟩ := Fin.ext h1.symm
      rw [if_pos h3, if_neg h2]
      simp only [quadrature, of_apply, if_pos h1, if_neg h2]
      rw [hsq, ← h1]
      push_cast
      ring
    · have h3 : ¬ j = ⟨i.val + 1, h⟩ := fun hj => h1 (congrArg Fin.val hj).symm
      rw [if_neg h3]
      by_cases h2 : j.val + 1 = i.val
      · simp only [quadrature, of_apply, if_neg h1, if_pos h2]
        rw [hsq, zero_add]
      · simp only [quadrature, of_apply, if_neg h1, if_neg h2, mul_zero, add_zero]
  have hlow : ∑ j : Fin N, (if j.val + 1 = i.val then (i.val : ℂ) else 0) = i.val := by
    rcases Nat.eq_zero_or_pos i.val with h0 | h0
    · rw [h0]
      simp
    · rw [Finset.sum_eq_single (⟨i.val - 1, by omega⟩ : Fin N)]
      · exact if_pos (Nat.sub_add_cancel h0)
      · intro b _ hb
        exact if_neg (fun hbi => hb (Fin.ext (by show b.val = i.val - 1; omega)))
      · simp
  rw [mul_apply, Finset.sum_congr rfl (fun j _ => key j), Finset.sum_add_distrib, hlow,
    Finset.sum_ite_eq' Finset.univ, if_pos (Finset.mem_univ _)]
  ring
```

## Bounded functions and an unbounded expansion

The main theorem holds for every real η and every N ≥ 2. Its name, `gauge_consistency`, is broader than its content: it gives the trigonometric identity and the three norm bounds, and compares no spectra between gauges. The lower bound exceeds 1 only when η²(2N−3) > 1; for weaker coupling it may even be negative. The proof writes N = M + 2 and evaluates the diagonal element at level M.

```lean
/-- With at least two photon states, `cos(2ηX)` and `sin(2ηX)` obey the trigonometric identity
and have norm at most one, while the norm of `1 - 2η²X²` is at least `2η²(2N-3) - 1`. -/
theorem gauge_consistency (η : ℝ) {N : ℕ} (hN : 2 ≤ N) :
    fieldCos η N * fieldCos η N + fieldSin η N * fieldSin η N = 1 ∧
    ‖fieldCos η N‖ ≤ 1 ∧ ‖fieldSin η N‖ ≤ 1 ∧
    2 * η ^ 2 * (2 * (N : ℝ) - 3) - 1 ≤ ‖taylorCos η N‖ := by
  refine ⟨?_, norm_spectralFun_le _ (fun x => Real.abs_cos_le_one _) _,
    norm_spectralFun_le _ (fun x => Real.abs_sin_le_one _) _, ?_⟩
  · have hone : ∀ (U : unitaryGroup (Fin N) ℂ) (d e : Fin N → ℝ), (∀ i, d i + e i = 1) →
        rotated U d + rotated U e = 1 := by
      intro U d e h
      have hD : diagonal (fun i => (d i : ℂ)) + diagonal (fun i => (e i : ℂ)) = 1 := by
        rw [diagonal_add, ← diagonal_one]
        congr 1
        funext i
        exact_mod_cast h i
      unfold rotated
      rw [← add_mul, ← mul_add, hD, mul_one]
      exact mem_unitaryGroup_iff.mp U.2
    unfold fieldCos fieldSin spectralFun
    rw [rotated_mul, rotated_mul]
    apply hone
    intro i
    simpa only [sq] using
      Real.cos_sq_add_sin_sq (2 * η * (quadrature_isHermitian N).eigenvalues i)
  · -- look at the photon state just below the highest one
    obtain ⟨M, rfl⟩ : ∃ M, N = M + 2 := ⟨N - 2, by omega⟩
    have hent : taylorCos η (M + 2) ⟨M, by omega⟩ ⟨M, by omega⟩
        = ((1 - 2 * η ^ 2 * (2 * (M : ℝ) + 1) : ℝ) : ℂ) := by
      rw [taylorCos, Matrix.sub_apply, Matrix.smul_apply, Matrix.one_apply_eq,
        quadrature_sq_diag (⟨M, by omega⟩ : Fin (M + 2)) (by show M + 1 < M + 2; omega),
        smul_eq_mul]
      push_cast
      ring
    have hle := norm_diag_entry_le (taylorCos η (M + 2)) ⟨M, by omega⟩
    rw [hent, Complex.norm_real, Real.norm_eq_abs] at hle
    have habs := neg_le_abs (1 - 2 * η ^ 2 * (2 * (M : ℝ) + 1))
    push_cast
    linarith
```

Divergence means that for every real C, here a number and not the cosine matrix, the norm is at least C from some cutoff onwards. The proof chooses N so large that 2N−3 exceeds (C+1)/(2η²).

```lean
/-- At any fixed nonzero coupling, the norm of `1 - 2η²X²` diverges with the photon cutoff. -/
theorem taylorCos_norm_tendsto {η : ℝ} (hη : η ≠ 0) :
    Tendsto (fun N => ‖taylorCos η N‖) atTop atTop := by
  refine tendsto_atTop.2 fun C => ?_
  have hpos : 0 < 2 * η ^ 2 := by positivity
  obtain ⟨M, hM⟩ := exists_nat_gt ((C + 1) / (2 * η ^ 2) + 3)
  filter_upwards [eventually_ge_atTop M, eventually_ge_atTop 2] with N hMN hN
  have hc : (M : ℝ) ≤ N := by exact_mod_cast hMN
  have hn : (0 : ℝ) ≤ N := Nat.cast_nonneg N
  have hlt : (C + 1) / (2 * η ^ 2) < 2 * (N : ℝ) - 3 := by linarith
  rw [div_lt_iff₀ hpos] at hlt
  have hb := (gauge_consistency η hN).2.2.2
  linarith
```

## The square of the molecular operator

Block multiplication gives C² + S² on both qubit states, and the off-diagonal blocks cancel because C and S commute.

```lean
/-- For commuting field matrices `C` and `S`, the operator `σz ⊗ C + σy ⊗ S` squares to
`C² + S²` on both qubit states. -/
theorem dressedQubit_sq {C S : Matrix n n ℂ} (h : C * S = S * C) :
    dressedQubit C S * dressedQubit C S
      = fromBlocks (C * C + S * S) 0 0 (C * C + S * S) := by
  rw [dressedQubit, fromBlocks_multiply]
  congr 1 <;> simp only [neg_mul, mul_neg, smul_mul_assoc, mul_smul_comm, smul_smul,
    smul_neg, Complex.I_mul_I, neg_smul, one_smul, neg_neg, h] <;> abel
```

The last theorem applies this to both versions. For the unexpanded one, commutation comes from the product rule and the sum of squares from the main theorem; for the expanded one, `hsum` carries out the cancellation of the quadratic terms.

```lean
/-- With at least two photon states, `σz ⊗ cos(2ηX) + σy ⊗ sin(2ηX)` squares to one, whereas
`σz ⊗ (1 - 2η²X²) + σy ⊗ 2ηX` squares to `1 + 4η⁴X⁴`. -/
theorem dressedQubit_exact_and_expanded (η : ℝ) {N : ℕ} (hN : 2 ≤ N) :
    dressedQubit (fieldCos η N) (fieldSin η N) * dressedQubit (fieldCos η N) (fieldSin η N) = 1 ∧
    dressedQubit (taylorCos η N) (taylorSin η N) * dressedQubit (taylorCos η N) (taylorSin η N)
      = fromBlocks (1 + ((4 * η ^ 4 : ℝ) : ℂ) • quadrature N ^ 4) 0 0
          (1 + ((4 * η ^ 4 : ℝ) : ℂ) • quadrature N ^ 4) := by
  constructor
  · have hcomm : fieldCos η N * fieldSin η N = fieldSin η N * fieldCos η N := by
      unfold fieldCos fieldSin spectralFun
      rw [rotated_mul, rotated_mul]
      simp only [mul_comm]
    rw [dressedQubit_sq hcomm, (gauge_consistency η hN).1, fromBlocks_one]
  · have hcomm : taylorCos η N * taylorSin η N = taylorSin η N * taylorCos η N := by
      simp only [taylorCos, taylorSin, sub_mul, mul_sub, one_mul, mul_one, smul_mul_assoc,
        mul_smul_comm, mul_assoc]
      module
    have h4 : quadrature N ^ 4
        = quadrature N * (quadrature N * (quadrature N * quadrature N)) := by noncomm_ring
    -- the quadratic terms cancel and the quartic one survives
    have hsum : taylorCos η N * taylorCos η N + taylorSin η N * taylorSin η N
        = 1 + ((4 * η ^ 4 : ℝ) : ℂ) • quadrature N ^ 4 := by
      rw [h4]
      simp only [taylorCos, taylorSin, sub_mul, mul_sub, one_mul, mul_one, smul_mul_assoc,
        mul_smul_comm, mul_assoc]
      push_cast
      module
    rw [dressedQubit_sq hcomm, hsum]

end

end TruncatedGauge
```

These statements start from the operator Q = exp(iησxX) σz exp(−iησxX), in which the coupling enters through a unitary transformation made after the molecule has been reduced to two levels. Projecting the Coulomb-gauge Hamiltonian in the dipole approximation directly onto two levels gives a different model, with a coupling linear in X and a separate X² term that does not act on the molecule. In either case, replacing a real molecule in a cavity by two levels and one mode is a physical approximation whose accuracy has to be judged separately.

```lean
#print axioms TruncatedGauge.spectralFun_eq
#print axioms TruncatedGauge.taylorCos_norm_tendsto
#print axioms TruncatedGauge.dressedQubit_exact_and_expanded
```

```
'TruncatedGauge.spectralFun_eq' depends on axioms: [propext, Classical.choice, Quot.sound]
'TruncatedGauge.taylorCos_norm_tendsto' depends on axioms: [propext, Classical.choice, Quot.sound]
'TruncatedGauge.dressedQubit_exact_and_expanded' depends on axioms: [propext, Classical.choice, Quot.sound]
```
